# One-step oblique Ritz values of the symmetric matrix diag(0,1) fill the real line

One step of two-sided Lanczos is modelled here as a single quotient, $(w\cdot Av)/(w\cdot v)$, in which $A$ is a real square matrix, $v$ is the right starting vector, and the left starting vector $w$ may be chosen freely. With this choice, the question of which numbers the step can return becomes a question about dot products of real vectors.

```lean
import Mathlib

open Matrix

namespace ObliqueRitzValues

noncomputable section

variable {n : Type*} [Fintype n]

/-- The oblique Ritz value of `A` for the left vector `w` and the right vector `v`:
the quotient of `w · A v` by the overlap `w · v`. -/
def obliqueRitz (A : Matrix n n ℝ) (w v : n → ℝ) : ℝ :=
  (w ⬝ᵥ A *ᵥ v) / (w ⬝ᵥ v)

/-- The residual `A v - ρ v`, where `ρ` is the Rayleigh quotient of `v`. -/
def ritzResidual (A : Matrix n n ℝ) (v : n → ℝ) : n → ℝ :=
  A *ᵥ v - obliqueRitz A v v • v

/-- A left vector built from `v` and its residual, with the amount of residual
set by the target value `θ`. -/
def steeredLeft (A : Matrix n n ℝ) (v : n → ℝ) (θ : ℝ) : n → ℝ :=
  (v ⬝ᵥ v)⁻¹ • v +
    ((θ - obliqueRitz A v v) / (ritzResidual A v ⬝ᵥ ritzResidual A v)) • ritzResidual A v

/-- The residual of the Rayleigh quotient is orthogonal to the trial vector. -/
theorem dot_ritzResidual (A : Matrix n n ℝ) (v : n → ℝ) :
    v ⬝ᵥ ritzResidual A v = 0 := by
  by_cases hv : v = 0
  · simp [hv]
  · have h : v ⬝ᵥ v ≠ 0 := fun h => hv (dotProduct_self_eq_zero.mp h)
    rw [ritzResidual, dotProduct_sub, dotProduct_smul, smul_eq_mul, obliqueRitz,
      div_mul_cancel₀ _ h, sub_self]

/-- If `A v` is not a real multiple of `v`, the steered left vector has unit overlap with `v` and
its oblique Ritz value is the target `θ`. -/
theorem steeredLeft_spec (A : Matrix n n ℝ) (v : n → ℝ)
    (h : ∀ μ : ℝ, A *ᵥ v ≠ μ • v) (θ : ℝ) :
    steeredLeft A v θ ⬝ᵥ v = 1 ∧ obliqueRitz A (steeredLeft A v θ) v = θ := by
  have hv : v ≠ 0 := by
    rintro rfl
    exact h 0 (by simp)
  have hvv : v ⬝ᵥ v ≠ 0 := fun e => hv (dotProduct_self_eq_zero.mp e)
  -- the residual does not vanish, since `v` is not an eigenvector
  have hr : ritzResidual A v ⬝ᵥ ritzResidual A v ≠ 0 := fun e =>
    h (obliqueRitz A v v) (sub_eq_zero.mp (dotProduct_self_eq_zero.mp e))
  have ho : ritzResidual A v ⬝ᵥ v = 0 := by
    rw [dotProduct_comm]
    exact dot_ritzResidual A v
  have hA : A *ᵥ v = ritzResidual A v + obliqueRitz A v v • v := by
    rw [ritzResidual, sub_add_cancel]
  have h1 : steeredLeft A v θ ⬝ᵥ v = 1 := by
    simp only [steeredLeft, add_dotProduct, smul_dotProduct, ho, smul_eq_mul, mul_zero,
      add_zero]
    exact inv_mul_cancel₀ hvv
  -- the residual component supplies the shift from the Rayleigh quotient to `θ`
  have h2 : steeredLeft A v θ ⬝ᵥ ritzResidual A v = θ - obliqueRitz A v v := by
    simp only [steeredLeft, add_dotProduct, smul_dotProduct, dot_ritzResidual, smul_eq_mul,
      mul_zero, zero_add]
    exact div_mul_cancel₀ _ hr
  refine ⟨h1, ?_⟩
  rw [obliqueRitz, h1, div_one, hA, dotProduct_add, dotProduct_smul, h1, h2, smul_eq_mul,
    mul_one, sub_add_cancel]

/-- Left vectors with unit overlap with `v` produce every real number as an oblique Ritz value
exactly when `A v` is not a real multiple of `v`. -/
theorem every_value_iff_not_eigenvector (A : Matrix n n ℝ) (v : n → ℝ) :
    (∀ θ : ℝ, ∃ w : n → ℝ, w ⬝ᵥ v = 1 ∧ obliqueRitz A w v = θ) ↔
      ∀ μ : ℝ, A *ᵥ v ≠ μ • v := by
  constructor
  · intro H μ hμ
    -- an eigenvector can only return its own eigenvalue
    obtain ⟨w, hw, hθ⟩ := H (μ + 1)
    rw [obliqueRitz, hμ, dotProduct_smul, hw] at hθ
    simp only [smul_eq_mul, mul_one, div_one] at hθ
    linarith
  · intro h θ
    exact ⟨steeredLeft A v θ, steeredLeft_spec A v h θ⟩

/-- If the overlap `w · v` is nonzero, the squared distance of the oblique Ritz value from any real
number `σ` is at most the squared norms of `w` and of `A v - σ v` multiplied, divided by the squared
overlap. -/
theorem obliqueRitz_deviation_le (A : Matrix n n ℝ) (w v : n → ℝ) (σ : ℝ)
    (hwv : w ⬝ᵥ v ≠ 0) :
    (obliqueRitz A w v - σ) ^ 2 ≤
      (w ⬝ᵥ w) * ((A *ᵥ v - σ • v) ⬝ᵥ (A *ᵥ v - σ • v)) / (w ⬝ᵥ v) ^ 2 := by
  have cs : ∀ x y : n → ℝ, (x ⬝ᵥ y) ^ 2 ≤ (x ⬝ᵥ x) * (y ⬝ᵥ y) := by
    intro x y
    simpa only [dotProduct, ← pow_two] using
      Finset.sum_mul_sq_le_sq_mul_sq Finset.univ x y
  have e : obliqueRitz A w v - σ = (w ⬝ᵥ (A *ᵥ v - σ • v)) / (w ⬝ᵥ v) := by
    rw [obliqueRitz, dotProduct_sub, dotProduct_smul, smul_eq_mul, sub_div,
      mul_div_cancel_right₀ _ hwv]
  rw [e, div_pow]
  gcongr
  exact cs _ _

/-- The symmetric two-level matrix `diag(0, 1)`. -/
def twoLevel : Matrix (Fin 2) (Fin 2) ℝ := !![0, 0; 0, 1]

/-- For `diag(0, 1)` and `v = (1, 1)`, the left vector `(1 + t, -t)` has unit overlap
with `v` and gives the one-step Lanczos entry `-t`. -/
theorem twoLevel_lanczos_step (t : ℝ) :
    ![1 + t, -t] ⬝ᵥ ![1, 1] = 1 ∧ ![1 + t, -t] ⬝ᵥ twoLevel *ᵥ ![1, 1] = -t := by
  constructor <;> simp [twoLevel, Matrix.mulVec, dotProduct, Fin.sum_univ_two]

/-- The real eigenvalues of the two-level matrix are exactly `0` and `1`. -/
theorem twoLevel_eigenvalue_iff (μ : ℝ) :
    (∃ x : Fin 2 → ℝ, x ≠ 0 ∧ twoLevel *ᵥ x = μ • x) ↔ μ = 0 ∨ μ = 1 := by
  constructor
  · rintro ⟨x, hx, h⟩
    have h0 : 0 = μ * x 0 := by
      simpa [twoLevel, Matrix.mulVec, dotProduct, Fin.sum_univ_two] using congrFun h 0
    have h1 : x 1 = μ * x 1 := by
      simpa [twoLevel, Matrix.mulVec, dotProduct, Fin.sum_univ_two] using congrFun h 1
    by_contra hc
    obtain ⟨hc0, hc1⟩ := not_or.mp hc
    have hx0 : x 0 = 0 := (mul_eq_zero.mp h0.symm).resolve_left hc0
    have hx1 : x 1 = 0 := by
      have h2 : (μ - 1) * x 1 = 0 := by linarith
      exact (mul_eq_zero.mp h2).resolve_left (sub_ne_zero.mpr hc1)
    apply hx
    ext i
    fin_cases i
    · exact hx0
    · exact hx1
  · rintro (rfl | rfl)
    · refine ⟨![1, 0], fun h => by simpa using congrFun h 0, ?_⟩
      ext i
      fin_cases i <;> simp [twoLevel, Matrix.mulVec, dotProduct, Fin.sum_univ_two]
    · refine ⟨![0, 1], fun h => by simpa using congrFun h 1, ?_⟩
      ext i
      fin_cases i <;> simp [twoLevel, Matrix.mulVec, dotProduct, Fin.sum_univ_two]

/-- With equal left and right vectors, the quadratic form of the two-level matrix lies
between zero and the squared norm of the vector. -/
theorem twoLevel_orthogonal_bounds (x : Fin 2 → ℝ) :
    0 ≤ x ⬝ᵥ twoLevel *ᵥ x ∧ x ⬝ᵥ twoLevel *ᵥ x ≤ x ⬝ᵥ x := by
  have e : x ⬝ᵥ twoLevel *ᵥ x = x 1 * x 1 := by
    simp [twoLevel, Matrix.mulVec, dotProduct, Fin.sum_univ_two]
  have e' : x ⬝ᵥ x = x 0 * x 0 + x 1 * x 1 := by
    simp [dotProduct, Fin.sum_univ_two]
  rw [e, e']
  constructor
  · exact mul_self_nonneg _
  · linarith [mul_self_nonneg (x 0)]

end

end ObliqueRitzValues
```

## The quotient and its two vectors

Two-sided Lanczos starts from a right vector $v$ and a left vector $w$, scaled so that $w\cdot v=1$. Its first step computes the number $w\cdot Av$. This is the only entry of the $1\times1$ projected matrix, so it is also the eigenvalue estimate, or Ritz value, at that stage. For a general nonzero overlap $w\cdot v$ the estimate is

$$
\theta(w,v)=\frac{w\cdot Av}{w\cdot v},
$$

which is `obliqueRitz A w v` in the code. It is called oblique because the residual $Av-\theta v$ is made orthogonal to $w$ and not to $v$. Rescaling either vector by a nonzero factor leaves the quotient unchanged.

If $w=v$, the quotient is the Rayleigh quotient

$$
\rho=\frac{v\cdot Av}{v\cdot v},
$$

written `obliqueRitz A v v`. For a symmetric Hamiltonian this is the energy expectation value of the trial state $v$, and it lies between the lowest and the highest eigenvalue. When $w$ is not a multiple of $v$, that protection is no longer guaranteed, even though $A$ is as symmetric as before.

In Lean a vector is a function `n → ℝ` on a finite index type `n`, `⬝ᵥ` is the dot product and `*ᵥ` applies a matrix to a vector. The general theorems hold for every real square matrix and do not assume symmetry. The concrete matrix `twoLevel` is $\mathrm{diag}(0,1)$, a two-level Hamiltonian in its own eigenbasis with energies 0 and 1. Its components carry the indices 0 and 1.

## What the theorems state

The central statement, `every_value_iff_not_eigenvector`, is an equivalence for fixed $A$ and $v$. On one side, for every real $\theta$ there is a left vector $w$ with $w\cdot v=1$ whose oblique Ritz value is $\theta$. On the other side, there is no real $\mu$ with $Av=\mu v$. This second condition also excludes $v=0$, which satisfies $Av=\mu v$ for every $\mu$. In dimension one every vector satisfies such an equation, so both sides are false there.

The theorem `obliqueRitz_deviation_le` limits how far a value can stray for given vectors. For any real $\sigma$ and any $w$ with $w\cdot v\neq0$,

$$
(\theta(w,v)-\sigma)^2\le\frac{(w\cdot w)\,\lVert Av-\sigma v\rVert^2}{(w\cdot v)^2},
$$

where $\lVert x\rVert^2=x\cdot x$. In terms of the normalised vector $\hat v=v/\lVert v\rVert$ and the angle $\varphi$ between $w$ and $v$, this reads

$$
|\theta(w,v)-\sigma|\le\frac{\lVert A\hat v-\sigma\hat v\rVert}{|\cos\varphi|}.
$$

A value far from $\sigma$ therefore needs either a large residual or a left vector that is nearly orthogonal to the right one.

Three further theorems treat the two-level matrix:

- `twoLevel_lanczos_step` takes $v=(1,1)$ and $w=(1+t,-t)$ and gives $w\cdot v=1$ and $w\cdot Av=-t$ for every real $t$.
- `twoLevel_eigenvalue_iff` says that the real eigenvalues are exactly 0 and 1.
- `twoLevel_orthogonal_bounds` says that $0\le x\cdot Ax\le x\cdot x$ for every real $x$, so the Rayleigh quotient of a nonzero vector lies in $[0,1]$.

The model contains one step and exact real arithmetic. It says nothing about later Lanczos steps, about convergence, or about how likely a large value is for a randomly chosen $w$. The left vector that reaches a prescribed target is built from $Av$, so it is constructed with knowledge of the matrix.

Left and right vectors also differ in non-Hermitian electronic-structure methods such as equation-of-motion coupled cluster. For the finite real matrices and the single projection step treated here, the result shows that, if the right vector is nonzero and not an eigenvector and the left vector is unrestricted, the estimate obeys no bound in terms of the spectrum alone, even when the matrix is symmetric.

## Steering the value with the residual

Let $v$ be a vector for which no $\mu$ satisfies $Av=\mu v$. Then $v\neq0$, so $v\cdot v>0$ and $\rho$ is well defined. Define the residual

$$
r=Av-\rho v .
$$

It is orthogonal to $v$, because

$$
v\cdot r=v\cdot Av-\rho\,(v\cdot v)=v\cdot Av-v\cdot Av=0 .
$$

It is also nonzero, since $r=0$ would mean $Av=\rho v$. Hence $r\cdot r>0$.

The image $Av=\rho v+r$ now has a part along $v$ and a part orthogonal to it. The overlap $w\cdot v$ sees only the component of $w$ along $v$, while $w\cdot Av$ also sees the component along $r$. The second component can therefore be adjusted without disturbing the normalisation. For a target $\theta$, take

$$
w=\frac{v}{v\cdot v}+\frac{\theta-\rho}{r\cdot r}\,r .
$$

The two dot products that matter are

$$
w\cdot v=\frac{v\cdot v}{v\cdot v}+\frac{\theta-\rho}{r\cdot r}\,(r\cdot v)=1,
\qquad
w\cdot r=\frac{v\cdot r}{v\cdot v}+\frac{\theta-\rho}{r\cdot r}\,(r\cdot r)=\theta-\rho ,
$$

and therefore

$$
w\cdot Av=w\cdot r+\rho\,(w\cdot v)=(\theta-\rho)+\rho=\theta .
$$

Since the overlap is 1, this is the oblique Ritz value.

For the converse, suppose that $Av=\mu v$. Every $w$ with $w\cdot v=1$ then gives $w\cdot Av=\mu(w\cdot v)=\mu$. The value $\mu+1$, for instance, is never reached.

The deviation bound follows from subtracting $\sigma$ inside the quotient:

$$
\theta(w,v)-\sigma=\frac{w\cdot Av-\sigma\,(w\cdot v)}{w\cdot v}=\frac{w\cdot(Av-\sigma v)}{w\cdot v}.
$$

Squaring this and applying the Cauchy–Schwarz inequality to the numerator gives the stated estimate.

## The two-level case in numbers

For $A=\mathrm{diag}(0,1)$ and $v=(1,1)$ we have $Av=(0,1)$. With $w=(1+t,-t)$,

$$
w\cdot v=(1+t)-t=1,\qquad w\cdot Av=-t .
$$

To obtain a desired value $\theta$, set $t=-\theta$.

This left vector is the general construction in a special case. Here $\rho=1/2$, $r=(-1/2,1/2)$ and $r\cdot r=1/2$, so the formula for $w$ gives

$$
w=\tfrac12(1,1)+2\left(\theta-\tfrac12\right)\left(-\tfrac12,\tfrac12\right)=(1-\theta,\theta),
$$

which is $(1+t,-t)$ for $\theta=-t$.

At $t=10$ the step returns $-10$, although both energies lie in $[0,1]$. The left vector is then $(11,-10)$. After both vectors are normalised, their overlap is $1/\sqrt{442}\approx0.048$, so they are close to orthogonal, as the deviation bound requires.

The eigenvalues follow from the components of $Ax=\mu x$, which are $0=\mu x_0$ and $x_1=\mu x_1$. If $\mu$ is neither 0 nor 1, both components vanish and $x$ is not an eigenvector. Conversely, $(1,0)$ has eigenvalue 0 and $(0,1)$ has eigenvalue 1. With equal left and right vectors, $x\cdot Ax=x_1^2$, which lies between 0 and $x_0^2+x_1^2=x\cdot x$.

## How the Lean proof follows the algebra

The definitions `ritzResidual` and `steeredLeft` are the vectors $r$ and $w$ above. The lemma `dot_ritzResidual` proves $v\cdot r=0$. It treats $v=0$ separately, where the claim is immediate, and otherwise cancels the nonzero factor $v\cdot v$ with `div_mul_cancel₀`.

The construction is verified in `steeredLeft_spec`. Its first steps establish that $v\cdot v$ and $r\cdot r$ are nonzero; both use the fact that a real vector with zero squared length is the zero vector, `dotProduct_self_eq_zero`. The intermediate statement `hA` is the decomposition $Av=r+\rho v$. Then `h1` is the calculation of $w\cdot v$ and `h2` is that of $w\cdot r$. The closing `rw` substitutes the decomposition into the quotient and combines the two results into $\theta$.

In `every_value_iff_not_eigenvector`, the forward direction assumes that all values are reachable and that $Av=\mu v$, and asks for the value $\mu+1$. Rewriting the quotient turns this into $\mu=\mu+1$, which `linarith` refutes. The reverse direction supplies `steeredLeft A v θ` as the required left vector.

For `obliqueRitz_deviation_le`, the local statement `cs` is Cauchy–Schwarz for finite sums, and `e` is the identity that moves $\sigma$ into the numerator. After the square has been distributed over the quotient, `gcongr` reduces the claim to an inequality between numerators, which `cs` provides.

The two-level proofs expand the dot products and matrix products into sums over two components. In `twoLevel_eigenvalue_iff`, `h0` and `h1` are the two component equations, and the explicit vectors `![1, 0]` and `![0, 1]` prove the converse. In `twoLevel_orthogonal_bounds`, `e` and `e'` write both sides in components, and the inequalities then follow from the nonnegativity of squares.

## Where the hypotheses enter

Reaching every value requires that $v$ is not an eigenvector. For $\mathrm{diag}(0,1)$ and $v=(1,0)$ we have $Av=0$. Every left vector with unit overlap has the form $(1,s)$ with $s$ real, and every one of them returns 0. No choice of $s$ gives, say, the value 2.

The deviation bound requires a nonzero overlap. Take $v=(1,1)$, $w=(1,-1)$ and $\sigma=1$, so that $w\cdot v=0$. Because Lean sets division by zero equal to zero, the inequality without its hypothesis would read $1\le0$. In the algorithm a vanishing overlap means that the normalisation $w\cdot v=1$ cannot be achieved, and the step breaks down.

## The same question with complex vectors

Quantum mechanics would also suggest complex vectors, with the quotient $(w^\dagger Av)/(w^\dagger v)$. The natural targets are then complex numbers $\theta$. Let $\rho=(v^\dagger Av)/(v^\dagger v)$ and $r=Av-\rho v$, and replace the coefficient of $r$ in the left vector by $\overline{(\theta-\rho)}/(r^\dagger r)$. If $Av$ is not a complex multiple of $v$, so that $r\neq0$, the same algebra gives $w^\dagger v=1$ and $w^\dagger Av=\theta$.

The change would matter for how the result reads: a Hermitian matrix could then return an estimate that is not even real. The Lean code keeps to real vectors, and a complex version would need a formal proof of its own.

```lean
#print axioms ObliqueRitzValues.every_value_iff_not_eigenvector
#print axioms ObliqueRitzValues.obliqueRitz_deviation_le
#print axioms ObliqueRitzValues.twoLevel_eigenvalue_iff
#print axioms ObliqueRitzValues.twoLevel_orthogonal_bounds
```

```
'ObliqueRitzValues.every_value_iff_not_eigenvector' depends on axioms: [propext, Classical.choice, Quot.sound]
'ObliqueRitzValues.obliqueRitz_deviation_le' depends on axioms: [propext, Classical.choice, Quot.sound]
'ObliqueRitzValues.twoLevel_eigenvalue_iff' depends on axioms: [propext, Classical.choice, Quot.sound]
'ObliqueRitzValues.twoLevel_orthogonal_bounds' depends on axioms: [propext, Classical.choice, Quot.sound]
```
